# Downfolding frozen at one exact eigenvalue can give a false second eigenvalue

Take the three-orbital Hamiltonian \(H\) with rows \((0,0,0)\), \((0,1,1)\), \((0,1,2)\) and downfold the third orbital at the exact eigenvalue \(0\): the result is \(\mathrm{diag}(0,\tfrac12)\), but \(\tfrac12\) is not an eigenvalue of \(H\). The other two eigenvalues of \(H\) are \((3\pm\sqrt5)/2\), about \(2.618\) and \(0.382\).

```lean
import Mathlib

open Matrix

namespace FrozenDownfolding

noncomputable section

variable {K n m : Type*} [Field K] [Fintype n] [Fintype m] [DecidableEq m]

/-- `E` is an eigenvalue of the Hamiltonian `H`: some nonzero state satisfies `H v = E v`. -/
def IsLevel {ι : Type*} [Fintype ι] (H : Matrix ι ι K) (E : K) : Prop :=
  ∃ v : ι → K, v ≠ 0 ∧ H *ᵥ v = E • v

/-- The Hamiltonian of the active orbitals after downfolding the passive ones at energy `E`. -/
def downfold (A : Matrix n n K) (B : Matrix n m K) (C : Matrix m n K) (D : Matrix m m K)
    (E : K) : Matrix n n K :=
  A + B * (E • (1 : Matrix m m K) - D)⁻¹ * C

/-- The passive amplitudes attached to an active state `x` at energy `E`. -/
def tail (C : Matrix m n K) (D : Matrix m m K) (E : K) (x : n → K) : m → K :=
  (E • (1 : Matrix m m K) - D)⁻¹ *ᵥ (C *ᵥ x)

/-- The downfolded Hamiltonian acts as the active rows of the full one on the state with
its passive amplitudes restored. -/
theorem downfold_mulVec (A : Matrix n n K) (B : Matrix n m K) (C : Matrix m n K)
    (D : Matrix m m K) (E : K) (x : n → K) :
    downfold A B C D E *ᵥ x = A *ᵥ x + B *ᵥ tail C D E x := by
  simp only [downfold, tail, Matrix.add_mulVec, Matrix.mulVec_mulVec, Matrix.mul_assoc]

/-- The restored passive amplitudes solve the passive rows of the eigenvalue equation at the
downfolding energy `E`. -/
theorem tail_eq (C : Matrix m n K) (D : Matrix m m K) (E : K) (x : n → K)
    (hE : IsUnit (E • (1 : Matrix m m K) - D).det) :
    C *ᵥ x + D *ᵥ tail C D E x = E • tail C D E x := by
  have h : (E • (1 : Matrix m m K) - D) *ᵥ tail C D E x = C *ᵥ x := by
    rw [tail, Matrix.mulVec_mulVec, Matrix.mul_nonsing_inv _ hE, Matrix.one_mulVec]
  rw [Matrix.sub_mulVec, Matrix.smul_mulVec, Matrix.one_mulVec] at h
  rw [← h]
  exact sub_add_cancel _ _

/-- An eigenstate of the Hamiltonian frozen at `E`, with eigenvalue `μ`, misses the full
eigenvalue equation by `E - μ` times its passive amplitudes. -/
theorem frozen_residual (A : Matrix n n K) (B : Matrix n m K) (C : Matrix m n K)
    (D : Matrix m m K) (E μ : K) (x : n → K)
    (hE : IsUnit (E • (1 : Matrix m m K) - D).det)
    (hx : downfold A B C D E *ᵥ x = μ • x) :
    fromBlocks A B C D *ᵥ Sum.elim x (tail C D E x) =
      μ • Sum.elim x (tail C D E x) + Sum.elim (0 : n → K) ((E - μ) • tail C D E x) := by
  rw [downfold_mulVec] at hx
  rw [Matrix.fromBlocks_mulVec, Sum.elim_comp_inl, Sum.elim_comp_inr, hx, tail_eq C D E x hE]
  ext (i | i)
  · simp
  · simp only [Sum.elim_inr, Pi.smul_apply, Pi.add_apply, smul_eq_mul]
    ring

/-- A frozen eigenstate with its passive amplitudes restored solves the full eigenvalue equation
exactly when its eigenvalue is the freezing energy or it does not couple to the passive space. -/
theorem frozen_exact_iff (A : Matrix n n K) (B : Matrix n m K) (C : Matrix m n K)
    (D : Matrix m m K) (E μ : K) (x : n → K)
    (hE : IsUnit (E • (1 : Matrix m m K) - D).det)
    (hx : downfold A B C D E *ᵥ x = μ • x) :
    fromBlocks A B C D *ᵥ Sum.elim x (tail C D E x) = μ • Sum.elim x (tail C D E x) ↔
      μ = E ∨ C *ᵥ x = 0 := by
  rw [frozen_residual A B C D E μ x hE hx]
  constructor
  · intro h
    -- the passive part of the residual has to vanish
    have hz : (E - μ) • tail C D E x = 0 := by
      funext i
      have hi := congrFun h (Sum.inr i)
      simp only [Pi.add_apply, Sum.elim_inr] at hi
      show _ = (0 : K)
      linear_combination hi
    rcases smul_eq_zero.mp hz with h1 | h1
    · exact Or.inl (sub_eq_zero.mp h1).symm
    · right
      simpa [h1] using tail_eq C D E x hE
  · rintro (h | h)
    · rw [h]
      ext (i | i) <;> simp
    · have ht : tail C D E x = 0 := by simp [tail, h]
      rw [ht]
      ext (i | i) <;> simp

/-- Active block of the three-orbital example. -/
def exA : Matrix (Fin 2) (Fin 2) ℝ := !![0, 0; 0, 1]

/-- Coupling from the third orbital to the active ones. -/
def exB : Matrix (Fin 2) (Fin 1) ℝ := !![0; 1]

/-- Coupling from the active orbitals to the third one. -/
def exC : Matrix (Fin 1) (Fin 2) ℝ := !![0, 1]

/-- On-site energy of the third orbital. -/
def exD : Matrix (Fin 1) (Fin 1) ℝ := !![2]

/-- The three-orbital Hamiltonian, split into two active orbitals and a passive one. -/
def exH : Matrix (Fin 2 ⊕ Fin 1) (Fin 2 ⊕ Fin 1) ℝ := fromBlocks exA exB exC exD

/-- With the orbitals numbered in order, the example has rows (0,0,0), (0,1,1), (0,1,2). -/
theorem exH_eq : exH = (!![0, 0, 0; 0, 1, 1; 0, 1, 2] : Matrix (Fin 3) (Fin 3) ℝ).submatrix
    (finSumFinEquiv (m := 2) (n := 1)) (finSumFinEquiv (m := 2) (n := 1)) := by
  ext (i | i) (j | j) <;> fin_cases i <;> fin_cases j <;> rfl

/-- The eigenvalue equation of the example, written out orbital by orbital. -/
theorem exH_eigen_iff (v : Fin 2 ⊕ Fin 1 → ℝ) (E : ℝ) :
    exH *ᵥ v = E • v ↔ 0 = E * v (Sum.inl 0) ∧
      v (Sum.inl 1) + v (Sum.inr 0) = E * v (Sum.inl 1) ∧
      v (Sum.inl 1) + 2 * v (Sum.inr 0) = E * v (Sum.inr 0) := by
  have r0 : (exH *ᵥ v) (Sum.inl 0) = 0 := by
    simp [exH, exA, exB, Matrix.mulVec, dotProduct, Fin.sum_univ_succ]
  have r1 : (exH *ᵥ v) (Sum.inl 1) = v (Sum.inl 1) + v (Sum.inr 0) := by
    simp [exH, exA, exB, Matrix.mulVec, dotProduct, Fin.sum_univ_succ]
  have r2 : (exH *ᵥ v) (Sum.inr 0) = v (Sum.inl 1) + 2 * v (Sum.inr 0) := by
    simp [exH, exC, exD, Matrix.mulVec, dotProduct, Fin.sum_univ_succ]
  constructor
  · intro h
    exact ⟨r0.symm.trans (congrFun h _), r1.symm.trans (congrFun h _),
      r2.symm.trans (congrFun h _)⟩
  · rintro ⟨h0, h1, h2⟩
    ext (i | i) <;> fin_cases i
    · exact r0.trans h0
    · exact r1.trans h1
    · exact r2.trans h2

/-- The eigenvalues of the example are exactly 0 and (3 ± √5)/2. -/
theorem exH_levels (E : ℝ) :
    IsLevel exH E ↔ E = 0 ∨ E = (3 + √5) / 2 ∨ E = (3 - √5) / 2 := by
  have hs : √5 ^ 2 = (5 : ℝ) := Real.sq_sqrt (by norm_num)
  constructor
  · rintro ⟨v, hv, h⟩
    obtain ⟨h0, h1, h2⟩ := (exH_eigen_iff v E).mp h
    by_cases hE : E = 0
    · exact Or.inl hE
    right
    have ha : v (Sum.inl 0) = 0 := (mul_eq_zero.mp h0.symm).resolve_left hE
    -- eliminate the third orbital
    have hq : (E ^ 2 - 3 * E + 1) * v (Sum.inl 1) = 0 := by
      linear_combination -(E - 2) * h1 - h2
    rcases mul_eq_zero.mp hq with hq | hb
    · have hf : (E - (3 + √5) / 2) * (E - (3 - √5) / 2) = 0 := by
        linear_combination hq - (1 / 4) * hs
      rcases mul_eq_zero.mp hf with h | h
      · exact Or.inl (sub_eq_zero.mp h)
      · exact Or.inr (sub_eq_zero.mp h)
    · have hc : v (Sum.inr 0) = 0 := by
        rw [hb] at h1
        linarith
      exfalso
      apply hv
      ext (i | i) <;> fin_cases i
      · exact ha
      · exact hb
      · exact hc
  · have key : E ^ 2 - 3 * E + 1 = 0 → IsLevel exH E := by
      intro hq
      refine ⟨Sum.elim ![0, 1] ![E - 1], fun h => ?_, (exH_eigen_iff _ E).mpr ⟨?_, ?_, ?_⟩⟩
      · exact one_ne_zero (α := ℝ) (congrFun h (Sum.inl 1))
      · show (0 : ℝ) = E * 0
        ring
      · show (1 : ℝ) + (E - 1) = E * 1
        ring
      · show (1 : ℝ) + 2 * (E - 1) = E * (E - 1)
        linear_combination -hq
    rintro (h | h | h)
    · exact ⟨Sum.elim ![1, 0] ![0],
        fun h' => one_ne_zero (α := ℝ) (congrFun h' (Sum.inl 0)),
        (exH_eigen_iff _ E).mpr (by simp [h])⟩
    · apply key
      rw [h]
      linear_combination (1 / 4) * hs
    · apply key
      rw [h]
      linear_combination (1 / 4) * hs

/-- Downfolding the third orbital at the exact eigenvalue 0 is well defined and gives
diag(0, 1/2), whose eigenvalue 1/2 is not an eigenvalue of the full Hamiltonian. -/
theorem frozen_energy_fails :
    IsLevel exH 0 ∧ IsUnit ((0 : ℝ) • (1 : Matrix (Fin 1) (Fin 1) ℝ) - exD).det ∧
      downfold exA exB exC exD 0 = !![0, 0; 0, 1 / 2] ∧
      IsLevel (downfold exA exB exC exD 0) (1 / 2) ∧ ¬ IsLevel exH (1 / 2) := by
  have hinv : ((0 : ℝ) • (1 : Matrix (Fin 1) (Fin 1) ℝ) - exD)⁻¹ = !![-1 / 2] := by
    apply Matrix.inv_eq_right_inv
    ext i j
    fin_cases i
    fin_cases j
    norm_num [exD, Matrix.mul_apply]
  have hd : downfold exA exB exC exD 0 = !![0, 0; 0, 1 / 2] := by
    rw [downfold, hinv]
    ext i j
    fin_cases i <;> fin_cases j <;> norm_num [exA, exB, exC, Matrix.mul_apply]
  refine ⟨(exH_levels 0).mpr (Or.inl rfl), ?_, hd, ?_, ?_⟩
  · rw [isUnit_iff_ne_zero]
    simp [exD]
  · rw [hd]
    refine ⟨![0, 1], fun h => one_ne_zero (α := ℝ) (congrFun h 1), ?_⟩
    ext i
    fin_cases i <;> simp [Matrix.mulVec, dotProduct, Fin.sum_univ_succ]
  · intro h
    have hs : √5 ^ 2 = (5 : ℝ) := Real.sq_sqrt (by norm_num)
    -- 1/2 would force √5 = ±2
    rcases (exH_levels _).mp h with h | h | h
    · norm_num at h
    · have h5 : √5 = (-2 : ℝ) := by linarith
      rw [h5] at hs
      norm_num at hs
    · have h5 : √5 = (2 : ℝ) := by linarith
      rw [h5] at hs
      norm_num at hs

end

end FrozenDownfolding
```

```lean
#print axioms FrozenDownfolding.frozen_exact_iff
#print axioms FrozenDownfolding.exH_eq
#print axioms FrozenDownfolding.frozen_energy_fails
```

```
'FrozenDownfolding.frozen_exact_iff' depends on axioms: [propext, Classical.choice, Quot.sound]
'FrozenDownfolding.exH_eq' depends on axioms: [propext, Classical.choice, Quot.sound]
'FrozenDownfolding.frozen_energy_fails' depends on axioms: [propext, Classical.choice, Quot.sound]
```

## The error left by a frozen energy

Split the orbitals into active ones, which are kept, and passive ones, which are eliminated. The Hamiltonian then has four blocks,
\[
H=\begin{pmatrix}A&B\\ C&D\end{pmatrix},
\]
with \(A\) acting within the active space, \(D\) within the passive space, and \(B\), \(C\) coupling the two. Let \(x\) be the active amplitudes of a state and \(t\) its passive amplitudes. At energy \(E\) the passive rows of the eigenvalue equation read \(Cx+Dt=Et\). If \(E-D\) is invertible, they give
\[
t=(E-D)^{-1}Cx .
\]
Inserting this into the active rows replaces \(A\) by the downfolded Hamiltonian
\[
H_{\mathrm{eff}}(E)=A+B(E-D)^{-1}C .
\]

Now fix \(E\) and suppose that \(H_{\mathrm{eff}}(E)x=\mu x\). The active rows give \(Ax+Bt=\mu x\), whereas the passive rows still give \(Cx+Dt=Et\), with \(E\) and not \(\mu\). Hence
\[
H\begin{pmatrix}x\\t\end{pmatrix}-\mu\begin{pmatrix}x\\t\end{pmatrix}=\begin{pmatrix}0\\(E-\mu)\,t\end{pmatrix}.
\]
The right-hand side vanishes exactly when \(\mu=E\) or \(t=0\). Since \((E-D)t=Cx\), the condition \(t=0\) is the same as \(Cx=0\): the state does not couple to the passive space.

## The three-orbital case

Here \(D=2\), so at \(E=0\) the inverse is \((0-2)^{-1}=-\tfrac12\), and
\[
H_{\mathrm{eff}}(0)=\begin{pmatrix}0&0\\0&1\end{pmatrix}-\frac12\begin{pmatrix}0\\1\end{pmatrix}\begin{pmatrix}0&1\end{pmatrix}=\begin{pmatrix}0&0\\0&\tfrac12\end{pmatrix}.
\]
The eigenvector \(x=(0,1)\) with \(\mu=\tfrac12\) has \(t=-\tfrac12\). The restored vector \((0,1,-\tfrac12)\) leaves the residual \((0,0,\tfrac14)\); once the vector is normalised, the residual has length \(1/(2\sqrt5)\approx0.224\).

A failed restored vector does not by itself exclude \(\tfrac12\) from the spectrum, since another vector might work. For that the full spectrum is needed. With amplitudes \((a,b,c)\), the eigenvalue equation is
\[
0=Ea,\qquad b+c=Eb,\qquad b+2c=Ec .
\]
The second equation gives \(c=(E-1)b\), and the third then gives \((E^2-3E+1)b=0\). If \(b=0\), then \(c=0\), so a nonzero state needs \(a\neq0\) and therefore \(E=0\). Otherwise \(E^2-3E+1=0\), that is, \(E=(3\pm\sqrt5)/2\).

All three values occur. The state \((1,0,0)\) belongs to \(0\), and \((0,1,E-1)\), divided by \(\sqrt{1+(E-1)^2}\) for unit norm, belongs to each root of the quadratic. If \(\tfrac12\) were one of these roots, \(\sqrt5\) would be \(\pm2\), which contradicts \((\sqrt5)^2=5\).

The level \(0\) used for the freezing belongs to the first orbital, which is decoupled from the other two. It therefore carries no information about the energy at which the third orbital should be eliminated to obtain a level of the coupled pair. The general criterion does not rely on this decoupling: whenever \(E-D\) is invertible, a frozen eigenvector with \(\mu\neq E\) and \(Cx\neq0\) leaves a nonzero residual.

## What the theorems say

`IsLevel H E` means that some nonzero `v` satisfies `H *ᵥ v = E • v`. There is no overlap matrix, which corresponds to an orthonormal basis. `downfold A B C D E` is \(H_{\mathrm{eff}}(E)\), and `tail C D E x` is \(t\).

The general theorems hold for finite matrices over any field `K`, with no Hermiticity assumed. The hypothesis `hE` says that \(\det(E-D)\) is a unit, so the freezing energy is not an eigenvalue of the isolated passive block. The hypothesis `hx` says that \(x\) satisfies the frozen eigenvalue equation; \(x=0\) is allowed and is a trivial case. `frozen_residual` is the residual formula, and `frozen_exact_iff` is the criterion \(\mu=E\) or \(Cx=0\). This criterion concerns the restored vector, not the whole spectrum of \(H\).

In the example, `exH` is indexed by `Fin 2 ⊕ Fin 1`: `Sum.inl 0` and `Sum.inl 1` are the first and second orbitals, and `Sum.inr 0` is the third. `exH_eq` identifies it with the displayed \(3\times3\) matrix. `exH_levels` gives its exact set of eigenvalues. `frozen_energy_fails` collects five facts: \(0\) is an eigenvalue of \(H\), the inverse at \(0\) is genuine, the downfolded matrix is \(\mathrm{diag}(0,\tfrac12)\), \(\tfrac12\) is an eigenvalue of that matrix, and \(\tfrac12\) is not an eigenvalue of \(H\).

For electronic structure, this finite, one-particle example shows that a model Hamiltonian downfolded at one exact level can have another level that the full Hamiltonian lacks.

## How the proof follows the algebra

`downfold_mulVec` rewrites \(H_{\mathrm{eff}}(E)x\) as \(Ax+Bt\), and `tail_eq` uses `hE` to obtain the passive rows. `frozen_residual` puts the two together block by block. In `frozen_exact_iff`, the forward direction reads off the passive components to get \((E-\mu)t=0\) and splits this product; if \(t=0\), `tail_eq` returns \(Cx=0\). The reverse direction substitutes either condition.

`exH_eigen_iff` supplies the three component equations. In `exH_levels`, the first `linear_combination` performs the elimination of \(c\), and the second factors the quadratic using \((\sqrt5)^2=5\). The converse uses the explicit eigenvectors given above. `frozen_energy_fails` verifies the \(1\times1\) inverse by multiplication, evaluates the downfolded matrix, and rules out \(\tfrac12\) through `exH_levels`.

## Freezing at a passive level

Without `hE` the criterion is false. Take one active and one passive orbital with \(A=D=0\), \(B=C=1\), and freeze at \(E=0\). Then \(E-D=0\) has no inverse; Lean assigns it the value \(0\), so `downfold` returns \(0\) and `tail` vanishes. For \(x=1\) and \(\mu=0=E\) the criterion would declare \((1,0)\) an exact eigenvector with eigenvalue \(0\). In fact \(H(1,0)=(0,1)\), and the eigenvalues of this \(H\) are \(\pm1\).
